# A charge in a right-angled metal corner is bound more strongly than by either plane, but less than by both energies added

If the image energies of two perpendicular grounded planes are simply added, a charge near the corner comes out too strongly bound, because the two mirror images of opposite sign need a third image, of the same sign as the charge, to keep both planes at zero potential. The file below computes the energy with all three images and bounds the error of the sum.

```lean
import Mathlib

open Filter Topology

namespace ChargeAtMetalCorner

noncomputable section

/-- Distance from the point `(X, Y, 0)` to the point `(x, y, z)`. -/
def separation (X Y x y z : ℝ) : ℝ := √((x - X) ^ 2 + (y - Y) ^ 2 + z ^ 2)

/-- Coulomb potential at `(x, y, z)` of a charge `Q` at `(X, Y, 0)`, in Gaussian units,
for field points away from the charge. -/
def coulomb (Q X Y x y z : ℝ) : ℝ := Q / separation X Y x y z

/-- Potential of the three images of a charge `q` at `(a, b, 0)`, for field points away
from the images. -/
def imagePotential (q a b x y z : ℝ) : ℝ :=
  coulomb (-q) (-a) b x y z + coulomb (-q) a (-b) x y z + coulomb q (-a) (-b) x y z

/-- Potential of the charge together with its three images, for field points away from
all four charges. -/
def totalPotential (q a b x y z : ℝ) : ℝ :=
  coulomb q a b x y z + imagePotential q a b x y z

/-- Energy of the charge in the corner, for `a, b > 0`: half the charge times the image
potential at its position. -/
def cornerEnergy (q a b : ℝ) : ℝ := q / 2 * imagePotential q a b a b 0

/-- Energy of a charge at distance `d > 0` from one grounded plane: half the charge times
the potential of its single image. -/
def singlePlaneEnergy (q d : ℝ) : ℝ := q / 2 * coulomb (-q) (-d) 0 d 0 0

/-- Away from the source, the `x`-derivative of the Coulomb potential is
`-Q (x - X) / r ^ 3`. -/
theorem coulomb_hasDerivAt (Q : ℝ) {X Y x y z : ℝ} (h : 0 < separation X Y x y z) :
    HasDerivAt (fun t => coulomb Q X Y t y z)
      (-Q * (x - X) / separation X Y x y z ^ 3) x := by
  have h0 : 0 < (x - X) ^ 2 + (y - Y) ^ 2 + z ^ 2 := Real.sqrt_pos.mp h
  have h1 : HasDerivAt (fun t => (t - X) ^ 2 + (y - Y) ^ 2 + z ^ 2) (2 * (x - X)) x := by
    have h2 := ((((hasDerivAt_id' x).sub_const X).fun_pow 2).add_const
      ((y - Y) ^ 2)).add_const (z ^ 2)
    exact h2.congr_deriv (by norm_num)
  have h3 := (hasDerivAt_const x Q).fun_div (h1.sqrt h0.ne') h.ne'
  refine h3.congr_deriv ?_
  change (0 * separation X Y x y z - Q * (2 * (x - X) / (2 * separation X Y x y z)))
    / separation X Y x y z ^ 2 = _
  ring

/-- For `a, b > 0` the charge is at distances `2a`, `2b` and `2√(a² + b²)` from its
three images. -/
theorem image_distances {a b : ℝ} (ha : 0 < a) (hb : 0 < b) :
    separation (-a) b a b 0 = 2 * a ∧ separation a (-b) a b 0 = 2 * b ∧
      separation (-a) (-b) a b 0 = 2 * √(a ^ 2 + b ^ 2) := by
  refine ⟨?_, ?_, ?_⟩
  · rw [separation, show (a - -a) ^ 2 + (b - b) ^ 2 + 0 ^ 2 = (2 * a) ^ 2 by ring,
      Real.sqrt_sq (by positivity)]
  · rw [separation, show (a - a) ^ 2 + (b - -b) ^ 2 + 0 ^ 2 = (2 * b) ^ 2 by ring,
      Real.sqrt_sq (by positivity)]
  · rw [separation, show (a - -a) ^ 2 + (b - -b) ^ 2 + 0 ^ 2 = 2 ^ 2 * (a ^ 2 + b ^ 2) by ring,
      Real.sqrt_mul (by positivity), Real.sqrt_sq (by norm_num)]

/-- For `a, b > 0` the corner energy is `-(q²/4) (1/a + 1/b - 1/√(a² + b²))`. -/
theorem cornerEnergy_eq (q : ℝ) {a b : ℝ} (ha : 0 < a) (hb : 0 < b) :
    cornerEnergy q a b = -(q ^ 2 / 4) * (1 / a + 1 / b - 1 / √(a ^ 2 + b ^ 2)) := by
  obtain ⟨d1, d2, d3⟩ := image_distances ha hb
  simp only [cornerEnergy, imagePotential, coulomb, d1, d2, d3]
  ring

/-- At distance `d > 0` from one grounded plane the energy is `-q²/(4d)`. -/
theorem singlePlaneEnergy_eq (q : ℝ) {d : ℝ} (hd : 0 < d) :
    singlePlaneEnergy q d = -(q ^ 2 / 4) * (1 / d) := by
  rw [singlePlaneEnergy, coulomb, separation,
    show (d - -d) ^ 2 + (0 - 0) ^ 2 + 0 ^ 2 = (2 * d) ^ 2 by ring,
    Real.sqrt_sq (by positivity)]
  ring

/-- For `a, b > 0`, the `x`-gradient of `q` times the image potential with the images held
fixed equals the derivative of the corner energy with the images following the charge. -/
theorem energy_gradient_eq_image_gradient (q : ℝ) {a b : ℝ} (ha : 0 < a) (hb : 0 < b) :
    HasDerivAt (fun x => q * imagePotential q a b x b 0)
      (q ^ 2 / 4 * (1 / a ^ 2 - a / √(a ^ 2 + b ^ 2) ^ 3)) a ∧
    HasDerivAt (fun s => cornerEnergy q s b)
      (q ^ 2 / 4 * (1 / a ^ 2 - a / √(a ^ 2 + b ^ 2) ^ 3)) a := by
  obtain ⟨d1, d2, d3⟩ := image_distances ha hb
  have d0 : ∀ s : ℝ, separation 0 0 s b 0 = √(s ^ 2 + b ^ 2) := fun s => by
    simp [separation]
  constructor
  · -- the images stay in place while the field point moves
    have p1 : 0 < separation (-a) b a b 0 := by rw [d1]; positivity
    have p2 : 0 < separation a (-b) a b 0 := by rw [d2]; positivity
    have p3 : 0 < separation (-a) (-b) a b 0 := by rw [d3]; positivity
    have h := (((coulomb_hasDerivAt (-q) p1).fun_add (coulomb_hasDerivAt (-q) p2)).fun_add
      (coulomb_hasDerivAt q p3)).const_mul q
    refine h.congr_deriv ?_
    rw [d1, d2, d3, show 1 / a ^ 2 = a / a ^ 3 by field_simp]
    ring
  · -- the closed form of the energy is differentiated
    have p0 : 0 < separation 0 0 a b 0 := by rw [d0]; positivity
    have g := (((hasDerivAt_inv ha.ne').add_const (1 / b)).fun_sub
      (coulomb_hasDerivAt 1 p0)).const_mul (-(q ^ 2 / 4))
    refine (g.congr_of_eventuallyEq ?_).congr_deriv ?_
    · filter_upwards [Ioi_mem_nhds ha] with s hs
      rw [cornerEnergy_eq q (Set.mem_Ioi.mp hs) hb, coulomb, d0, one_div s]
    · rw [d0]
      ring

/-- For a charge `q ≠ 0` at distances `a, b > 0` from two perpendicular planes, both planes
avoid all four charges and have zero total potential. The corner energy is strictly below
each single-plane energy and strictly above their sum. -/
theorem charge_at_metal_corner {q a b : ℝ} (hq : q ≠ 0) (ha : 0 < a) (hb : 0 < b) :
    (∀ x y z : ℝ, x = 0 ∨ y = 0 →
      (∀ X Y : ℝ, |X| = a → |Y| = b → 0 < separation X Y x y z) ∧
        totalPotential q a b x y z = 0) ∧
    cornerEnergy q a b < singlePlaneEnergy q a ∧
    cornerEnergy q a b < singlePlaneEnergy q b ∧
    singlePlaneEnergy q a + singlePlaneEnergy q b < cornerEnergy q a b := by
  constructor
  · intro x y z hw
    constructor
    · intro X Y hX hY
      have hX2 : 0 < X ^ 2 := by rw [← sq_abs, hX]; positivity
      have hY2 : 0 < Y ^ 2 := by rw [← sq_abs, hY]; positivity
      apply Real.sqrt_pos.mpr
      rcases hw with rfl | rfl
      · nlinarith [sq_nonneg (y - Y), sq_nonneg z]
      · nlinarith [sq_nonneg (x - X), sq_nonneg z]
    · -- mirror charges are equidistant from their plane and cancel in pairs
      rcases hw with rfl | rfl
      · have e : ∀ Y, separation (-a) Y 0 y z = separation a Y 0 y z := fun Y => by
          unfold separation
          congr 1
          ring
        simp only [totalPotential, imagePotential, coulomb, e]
        ring
      · have e : ∀ X, separation X (-b) x 0 z = separation X b x 0 z := fun X => by
          unfold separation
          congr 1
          ring
        simp only [totalPotential, imagePotential, coulomb, e]
        ring
  · have k : 0 < q ^ 2 / 4 := by positivity
    have hR : 0 < 1 / √(a ^ 2 + b ^ 2) := by positivity
    have h1 : 1 / √(a ^ 2 + b ^ 2) < 1 / a :=
      one_div_lt_one_div_of_lt ha (Real.lt_sqrt_of_sq_lt (by nlinarith))
    have h2 : 1 / √(a ^ 2 + b ^ 2) < 1 / b :=
      one_div_lt_one_div_of_lt hb (Real.lt_sqrt_of_sq_lt (by nlinarith))
    rw [cornerEnergy_eq q ha hb, singlePlaneEnergy_eq q ha, singlePlaneEnergy_eq q hb]
    refine ⟨?_, ?_, ?_⟩
    · nlinarith [mul_pos k (sub_pos.mpr h2)]
    · nlinarith [mul_pos k (sub_pos.mpr h1)]
    · nlinarith [mul_pos k hR]

/-- For `a, b > 0` the corner energy is at most `1 - √2/4` times the sum of the two
single-plane energies, with equality when `a = b`. -/
theorem corner_nonadditivity (q : ℝ) {a b : ℝ} (ha : 0 < a) (hb : 0 < b) :
    cornerEnergy q a b ≤ (1 - √2 / 4) * (singlePlaneEnergy q a + singlePlaneEnergy q b) ∧
    cornerEnergy q a a = (1 - √2 / 4) * (singlePlaneEnergy q a + singlePlaneEnergy q a) := by
  constructor
  · have hR : 0 < √(a ^ 2 + b ^ 2) := by positivity
    have hs : a + b ≤ √2 * √(a ^ 2 + b ^ 2) := by
      rw [← Real.sqrt_mul (by norm_num), Real.le_sqrt' (by positivity)]
      nlinarith [sq_nonneg (a - b)]
    have h4 : 4 * a * b ≤ √2 * √(a ^ 2 + b ^ 2) * (a + b) := by
      nlinarith [mul_le_mul_of_nonneg_right hs (add_pos ha hb).le, sq_nonneg (a - b)]
    -- the diagonal image term is bounded by the two wall terms
    have key : 1 / √(a ^ 2 + b ^ 2) ≤ √2 / 4 * (1 / a + 1 / b) := by
      have e : √2 / 4 * (1 / a + 1 / b) = √2 * (a + b) / (4 * a * b) := by
        field_simp
        ring
      rw [e, div_le_div_iff₀ hR (by positivity)]
      linarith
    rw [cornerEnergy_eq q ha hb, singlePlaneEnergy_eq q ha, singlePlaneEnergy_eq q hb]
    have k : 0 ≤ q ^ 2 / 4 := by positivity
    nlinarith [mul_le_mul_of_nonneg_left key k]
  · have hd : √(a ^ 2 + a ^ 2) = √2 * a := by
      rw [show a ^ 2 + a ^ 2 = 2 * a ^ 2 by ring, Real.sqrt_mul (by norm_num),
        Real.sqrt_sq ha.le]
    have hi : 1 / (√2 * a) = √2 / 2 * (1 / a) := by
      have h2 : √2 * √2 = 2 := Real.mul_self_sqrt (by norm_num)
      rw [div_eq_iff (by positivity)]
      calc (1 : ℝ) = √2 * √2 / 2 * (1 / a * a) := by
            rw [h2, one_div_mul_cancel ha.ne']
            norm_num
        _ = √2 / 2 * (1 / a) * (√2 * a) := by ring
    rw [cornerEnergy_eq q ha ha, singlePlaneEnergy_eq q ha, hd, hi]
    ring

end

end ChargeAtMetalCorner
```

```lean
#print axioms ChargeAtMetalCorner.energy_gradient_eq_image_gradient
#print axioms ChargeAtMetalCorner.charge_at_metal_corner
#print axioms ChargeAtMetalCorner.corner_nonadditivity
```

```
'ChargeAtMetalCorner.energy_gradient_eq_image_gradient' depends on axioms: [propext, Classical.choice, Quot.sound]
'ChargeAtMetalCorner.charge_at_metal_corner' depends on axioms: [propext, Classical.choice, Quot.sound]
'ChargeAtMetalCorner.corner_nonadditivity' depends on axioms: [propext, Classical.choice, Quot.sound]
```

## The corner in formulas and in Lean

A point charge $q$ sits at $(a,b,0)$ with $a,b>0$, in vacuum, and the grounded planes are $x=0$ and $y=0$. The images are $-q$ at $(-a,b,0)$, $-q$ at $(a,-b,0)$ and $+q$ at $(-a,-b,0)$. Write $R=\sqrt{a^2+b^2}$ for the distance from the charge to the corner line, $U_c$ for `cornerEnergy q a b`, and $U_1(d)$ for `singlePlaneEnergy q d`, the energy at distance $d>0$ from one plane.

All quantities are real numbers in Gaussian units. `separation X Y x y z` is the distance from a source at $(X,Y,0)$ to a field point $(x,y,z)$, and `coulomb` divides the charge by it. `imagePotential` sums the three images, and `totalPotential` adds the real charge.

The main theorem, `charge_at_metal_corner`, assumes $q\neq0$ and $a,b>0$. It states that the total potential vanishes at every point of both planes, and that

$$U_1(a)+U_1(b)<U_c<U_1(a),\qquad U_c<U_1(b).$$

For $q=0$ all these energies are zero and the strict inequalities fail. The clause with `|X| = a` and `|Y| = b` runs over the four charge positions and says that no point of the planes coincides with one. This matters because Lean sets division by zero to zero, so a vanishing potential at a charge would mean nothing.

Both energies are defined as half the charge times the image potential at the charge. The half stands for the fact that the images are induced: they grow and move with the charge, and are not an external charge distribution.

The model is a static point charge and ideal conductors meeting in a sharp right angle. That the total potential is the physical one in the region $x,y>0$, the only one that has the charge as its sole source there, vanishes on the planes and tends to zero at infinity, is taken from electrostatics. Within this classical model, the result tells how far wall-by-wall addition of the image energies can be off for a single charge. With several charges, each one also interacts with the images of the others, and the bound does not cover these terms.

## The two closed energies

The charge is at distances $2a$, $2b$ and $\sqrt{(2a)^2+(2b)^2}=2R$ from its images, which is `image_distances`. Hence

$$U_c=\frac q2\left(-\frac q{2a}-\frac q{2b}+\frac q{2R}\right)=-\frac{q^2}4\left(\frac1a+\frac1b-\frac1R\right).$$

For one plane the image is at distance $2d$, so

$$U_1(d)=\frac q2\left(-\frac q{2d}\right)=-\frac{q^2}{4d}.$$

These are `cornerEnergy_eq` and `singlePlaneEnergy_eq`. In both, the distances are substituted and `ring` does the remaining algebra.

## The force confirms the factor one half

The force on the charge comes from the field of the images at their present positions. The $x$-derivative of $Q/r$ is $-Q(x-X)/r^3$, proved in `coulomb_hasDerivAt` by the chain and quotient rules. To the $x$-derivative of the potential at the charge, the three images contribute

$$\frac{q}{4a^2},\qquad 0,\qquad -\frac{q\,(2a)}{(2R)^3}=-\frac{qa}{4R^3}.$$

Multiplying their sum by $q$ gives minus the $x$-component of the force,

$$\frac{q^2}4\left(\frac1{a^2}-\frac a{R^3}\right).$$

Differentiating $U_c$ with respect to $a$, so that the images follow the charge, gives

$$-\frac{q^2}4\left(-\frac1{a^2}+\frac a{R^3}\right),$$

which is the same expression. Without the half in the definition it would be twice as large.

`energy_gradient_eq_image_gradient` states both derivatives, for motion along $x$; motion along $y$ follows by exchanging the roles of the planes. In the second part, Lean replaces the energy by its closed form near $a$, where the distance stays positive, and differentiates $1/\sqrt{s^2+b^2}$ as the potential of a unit charge at the origin.

## Cancellation on the planes and the order of the energies

On $x=0$, the charges at $(a,b,0)$ and $(-a,b,0)$ are equally distant from any field point and have opposite signs, and so do those at $(a,-b,0)$ and $(-a,-b,0)$. On $y=0$ the pairs are those that differ in the sign of $b$. The local equations `e` state the equal distances, and `ring` then cancels the terms. Every squared distance to a charge is at least $a^2$ on the first plane and at least $b^2$ on the second, so no denominator vanishes.

For the energies, $R>a$ and $R>b$ give

$$U_c-U_1(a)=-\frac{q^2}4\left(\frac1b-\frac1R\right)<0,\qquad U_c-U_1(b)=-\frac{q^2}4\left(\frac1a-\frac1R\right)<0,$$

$$U_c-U_1(a)-U_1(b)=\frac{q^2}{4R}>0.$$

The three closing `nlinarith` calls receive exactly these products of positive factors.

## How far the sum can be off

`corner_nonadditivity` bounds the excess. From $(a+b)^2\le2R^2$ follows $a+b\le\sqrt2\,R$, which is `hs`. Then `h4` reads

$$4ab\le(a+b)^2\le\sqrt2\,R\,(a+b),$$

and division by $4abR$ gives `key`:

$$\frac1R\le\frac{\sqrt2}4\left(\frac1a+\frac1b\right).$$

Multiplying by $q^2/4$ and adding $U_1(a)+U_1(b)$ yields

$$U_c\le\left(1-\frac{\sqrt2}4\right)\bigl(U_1(a)+U_1(b)\bigr).$$

On the diagonal $a=b$ we have $R=\sqrt2\,a$, and equality holds. The factor is about $0.646$, so for $q\neq0$ the sum exaggerates the binding by at most about 55 per cent, and does so by that much on the diagonal.

In the opposite limit, $b\to\infty$ at fixed $a$, the terms $1/b$ and $1/R$ both vanish and $U_c$ tends to $U_1(a)$. The difference $1/b-1/R$ is approximately $a^2/(2b^3)$, so the distant wall is felt far more weakly than its own single-plane energy, proportional to $1/b$, would suggest.
